# For a symmetric, invertible complex matrix, the entrywise product with the inverse has unit row sums

Let `S` be a complex matrix over a finite index set, invertible and equal to its transpose. The overlap matrix of finitely many linearly independent real orbitals is an example, but the statement does not require `S` to be Hermitian or positive, or to have ones on its diagonal. The theorem says that the entrywise product `S ⊙ S⁻¹` maps the vector with all coefficients one to itself, so each row of that product sums to one. The proof first shows that `S⁻¹` is also symmetric, and takes from the diagonal of `S * S⁻¹ = 1` the identity `h1`, that `∑ j, S i j * S⁻¹ j i` equals one. It then tries to match this sum term by term with row `i` of the matrix-vector product.

The first attempt, which Lean rejects:

```lean
import Mathlib

open Matrix
open scoped ComplexOrder

namespace FiedlerSharp

noncomputable section

variable {n : Type*} [Fintype n] [DecidableEq n]
variable {E : Type*} [NormedAddCommGroup E] [InnerProductSpace ℂ E]

/-- For an invertible overlap matrix that equals its transpose, `S ⊙ S⁻¹` leaves the vector
with all coefficients one unchanged. -/
theorem fiedler_sharp (S : Matrix n n ℂ) (hu : IsUnit S.det) (hT : Sᵀ = S) :
    (S ⊙ S⁻¹) *ᵥ (fun _ => 1) = fun _ => 1 := by
  have hI : (S⁻¹)ᵀ = S⁻¹ := by rw [Matrix.transpose_nonsing_inv, hT]
  funext i
  have h1 : ∑ j, S i j * S⁻¹ j i = 1 := by
    rw [← Matrix.mul_apply, Matrix.mul_nonsing_inv _ hu, Matrix.one_apply_eq]
  rw [← h1]
  refine Finset.sum_congr rfl fun j _ => ?_
  have hji : S⁻¹ i j = S⁻¹ j i := congrFun (congrFun hI j) i
  rw [Matrix.hadamard_apply, mul_one, hji]

end

end FiedlerSharp
```

Messages:

```
Main.lean:24:6: error: Tactic `rewrite` failed: Did not find an occurrence of the pattern
  (?A ⊙ ?B) ?i ?j
in the target expression
  (fun j => (S ⊙ S⁻¹) i j) j * (fun x => ∑ j, S i j * S⁻¹ j i) j = S i j * S⁻¹ j i

n : Type u_1
inst✝¹ : Fintype n
inst✝ : DecidableEq n
S : Matrix n n ℂ
hu : IsUnit S.det
hT : Sᵀ = S
hI : S⁻¹ᵀ = S⁻¹
i : n
h1 : ∑ j, S i j * S⁻¹ j i = 1
j : n
x✝ : j ∈ Finset.univ
hji : S⁻¹ i j = S⁻¹ j i
⊢ (fun j => (S ⊙ S⁻¹) i j) j * (fun x => ∑ j, S i j * S⁻¹ j i) j = S i j * S⁻¹ j i

Note: The target expression is not type-correct under the `implicit` transparency level, which may have triggered the failure. This is usually caused by unfolding of semireducible definitions in prior tactic steps. Use `set_option linter.tacticCheckInstances true` to investigate the source of the issue.
Full error:
  function expected
    (S ⊙ S⁻¹) i
```

What went wrong. The message says that `Matrix.hadamard_apply` found nothing to rewrite. The entry `(S ⊙ S⁻¹) i j` is there, but inside an unreduced `fun j => …`, where `j` is a bound variable, and `rw` cannot rewrite a term that contains one. Lean's note adds that the goal type-checks only if more definitions are unfolded than the `implicit` level allows, and that this may have played a part. The new `change` line restates the goal in plain entries, which holds by definition, so `Matrix.hadamard_apply` is no longer needed.

The goal shows a second fault. `rw [← h1]` replaced every `1` by the sum, including the one in the vector, so the second factor is `∑ j, S i j * S⁻¹ j i` and `mul_one` would have had no factor `1` to remove. `refine Eq.trans ?_ h1` uses `h1` only to exchange the right-hand side and leaves the vector alone. After that, `mul_one` and `hji` close the goal.

The mended proof, as a diff:

```diff
@@ -19,8 +19,9 @@
   have h1 : ∑ j, S i j * S⁻¹ j i = 1 := by
     rw [← Matrix.mul_apply, Matrix.mul_nonsing_inv _ hu, Matrix.one_apply_eq]
-  rw [← h1]
+  refine Eq.trans ?_ h1
   refine Finset.sum_congr rfl fun j _ => ?_
   have hji : S⁻¹ i j = S⁻¹ j i := congrFun (congrFun hI j) i
-  rw [Matrix.hadamard_apply, mul_one, hji]
+  change S i j * S⁻¹ i j * 1 = S i j * S⁻¹ j i
+  rw [mul_one, hji]
 
 end
```
